# The number of open channels per area in a rectangular hard-wall contact tends to $k^2/4\pi$ as both sides grow

Two metal reservoirs are joined by a straight constriction with a rectangular cross-section, and electrons cross it without scattering. The Landauer formula gives the conductance of such a contact as $2e^2/h$ times the number of transverse modes that propagate at the Fermi energy, if each of them is perfectly transmitted and spin-degenerate. For a narrow contact the number is found by listing modes. For a wide one it should become proportional to the area, which is Sharvin's regime. What is the constant of proportionality, and how far off is it at finite width?

## Counting modes under a quarter ellipse

Let the cross-section have sides $a, b > 0$ with impenetrable walls, and let $k \ge 0$ be the wavenumber at the energy considered. The transverse wavefunctions are $\sin(\pi m x/a)\,\sin(\pi n y/b)$ with integers $m, n \ge 1$. What is left of $k^2$ for motion along the contact is $k^2 - (\pi m/a)^2 - (\pi n/b)^2$, so the mode is open when

$$\left(\frac{\pi m}{a}\right)^2 + \left(\frac{\pi n}{b}\right)^2 \le k^2 .$$

Let $N$ be the number of open modes. The claim is

$$\frac{abk^2}{4\pi} - \frac{(a+b)k}{\pi} \;\le\; N \;\le\; \frac{abk^2}{4\pi}.$$

**Columns.** From here on, $h$ is no longer Planck's constant but the height of a column of modes. Define

$$h(x) = \frac{b}{\pi}\sqrt{k^2 - (\pi x/a)^2}\quad\text{for } 0 \le x \le ka/\pi,$$

and $h(x) = 0$ beyond. For fixed $m$, the mode $(m,n)$ is open exactly when $n \le h(m)$. Since $n$ is an integer, this means $n \le \lfloor h(m)\rfloor$. With $P = \lfloor ka/\pi\rfloor$, the columns beyond $P+1$ are certainly empty, so

$$N = \sum_{m=1}^{P+1} \lfloor h(m)\rfloor .$$

**Area.** Substituting $x = (ka/\pi)u$ turns the root into $k\sqrt{1-u^2}$, and

$$\int_0^{P+1} h\,dx = \frac{bk}{\pi}\cdot\frac{ka}{\pi}\int_0^1\sqrt{1-u^2}\,du = \frac{abk^2}{\pi^2}\cdot\frac{\pi}{4} = \frac{abk^2}{4\pi}.$$

**Upper bound.** As $h$ never increases, $h(m) \le \int_{m-1}^{m} h\,dx$. Summing over $m = 1,\dots,P+1$ gives $N \le \sum h(m) \le abk^2/4\pi$.

**Lower bound.** Likewise $h(m) \ge \int_m^{m+1} h\,dx$, and summing over $m = 0,\dots,P$ gives $\sum_{m=0}^{P} h(m) \ge abk^2/4\pi$. The term $m=0$ is $h(0) = bk/\pi$ and counts no mode. Rounding down loses at most one in each of the $P \le ka/\pi$ remaining columns. Hence $N \ge abk^2/4\pi - bk/\pi - ak/\pi$.

**Limit.** Dividing by the area,

$$\frac{k^2}{4\pi} - \left(\frac1a+\frac1b\right)\frac{k}{\pi} \le \frac{N}{ab} \le \frac{k^2}{4\pi},$$

and the correction vanishes when both sides grow. For a square of side $W$ it is at most $2k/(\pi W)$. For non-interacting electrons with a quadratic, isotropic dispersion in a square hard-wall lead, this bounds the error per area made by replacing the mode count with the area formula. A simulation on a lattice has somewhat different transverse energies, and the bound does not cover that difference.

**Rigid walls for sound.** In a rectangular duct with rigid walls, $k$ is the angular frequency divided by the speed of sound, the pressure modes are products of cosines, and $m, n \ge 0$ are allowed. Column $m \le P$ then holds $\lfloor h(m)\rfloor + 1 \ge h(m)$ modes, so the count is at least $abk^2/4\pi$. It exceeds $N$ by the modes with a zero index, of which there are at most $(a+b)k/\pi + 1$. The density has the same limit, now approached from above; this variant is argued here by hand only.

## Open modes as a set of index pairs

The formal development works with real numbers and natural-number indices.

```lean
import Mathlib

open Real Filter Topology

namespace SharvinContact

noncomputable section
```

A mode is a pair `p` of naturals, with `p.1` for $m$ and `p.2` for $n$. Both are required to be positive, as the sine functions demand.

```lean
/-- The open transverse modes `(m, n)`, `m, n ≥ 1`, of a hard-wall contact with sides `a, b > 0` at
wavenumber `k ≥ 0`: those whose transverse wavenumber does not exceed `k`. -/
def openModes (a b k : ℝ) : Set (ℕ × ℕ) :=
  {p | 0 < p.1 ∧ 0 < p.2 ∧ (π * p.1 / a) ^ 2 + (π * p.2 / b) ^ 2 ≤ k ^ 2}
```

The inequality is not strict, so a mode exactly at threshold counts as open although its longitudinal wavenumber is zero.

```lean
/-- The number of open channels of a contact with sides `a, b > 0` at wavenumber `k`. -/
def channelCount (a b k : ℝ) : ℕ := (openModes a b k).ncard
```

The function `ncard` returns 0 for an infinite set, so the count is meaningful only once the set is known to be finite; that is proved below for positive sides.

The model is a clean, separable rectangle with a quadratic, isotropic dispersion. Transmission and conductance do not appear in the definitions: what is proved concerns the number of channels, and the step to Sharvin's conductance is the Landauer formula with perfect transmission.

## The column height and its area

The function $h$ becomes `columnHeight`. Lean's real square root is zero for negative arguments, which supplies the vanishing beyond cutoff without a case distinction.

```lean
/-- The largest real value of the second mode index that is open when the first one is `x`,
for sides `a, b > 0`; it is zero beyond cutoff. -/
def columnHeight (a b k x : ℝ) : ℝ := b / π * √(k ^ 2 - (π * x / a) ^ 2)

/-- The column height vanishes once the first mode index reaches its cutoff `k a / π`,
for `a > 0` and `k ≥ 0`. -/
theorem columnHeight_eq_zero {a b k x : ℝ} (ha : 0 < a) (hk : 0 ≤ k)
    (hx : k * a / π ≤ x) : columnHeight a b k x = 0 := by
  have h : k ≤ π * x / a := by
    rw [div_le_iff₀ pi_pos] at hx
    rw [le_div_iff₀ ha]
    linarith
  have h2 := pow_le_pow_left₀ hk h 2
  have h3 : k ^ 2 - (π * x / a) ^ 2 ≤ 0 := by linarith
  rw [columnHeight, Real.sqrt_eq_zero_of_nonpos h3, mul_zero]
```

Mathlib knows the area under the half circle from $-1$ to $1$. Reflection shows that the two halves are equal, which leaves $\pi/4$ for one of them.

```lean
/-- The area under the unit quarter circle is `π / 4`. -/
theorem quarter_disc : ∫ x in (0 : ℝ)..1, √(1 - x ^ 2) = π / 4 := by
  have hc : Continuous (fun x : ℝ => √(1 - x ^ 2)) :=
    (continuous_const.sub (continuous_pow 2)).sqrt
  have hneg : ∫ x in (-1 : ℝ)..0, √(1 - x ^ 2) = ∫ x in (0 : ℝ)..1, √(1 - x ^ 2) := by
    have h := intervalIntegral.integral_comp_neg (a := (0 : ℝ)) (b := 1)
      (fun x : ℝ => √(1 - x ^ 2))
    simp only [neg_sq, neg_zero] at h
    exact h.symm
  have hadd := intervalIntegral.integral_add_adjacent_intervals
    (μ := MeasureTheory.volume) (hc.intervalIntegrable (-1) 0) (hc.intervalIntegrable 0 1)
  rw [hneg, integral_sqrt_one_sub_sq] at hadd
  linarith
```

The next theorem is the area step. The integral is split at the cutoff $ka/\pi$: `hz` disposes of the part beyond it, `hpt` is the rescaled integrand, and `hs` is the change of variable.

```lean
/-- For `a > 0` and `k ≥ 0`, the column height integrated from zero to any point `M` beyond
cutoff is `a b k² / (4π)`. -/
theorem integral_columnHeight {a b k M : ℝ} (ha : 0 < a) (hk : 0 ≤ k)
    (hM : k * a / π ≤ M) :
    ∫ x in (0 : ℝ)..M, columnHeight a b k x = a * b * k ^ 2 / (4 * π) := by
  have hc : Continuous (columnHeight a b k) :=
    continuous_const.mul (continuous_const.sub
      (((continuous_const.mul continuous_id).div_const a).pow 2)).sqrt
  -- beyond cutoff nothing contributes
  have hz : ∫ x in (k * a / π)..M, columnHeight a b k x = 0 := by
    have h : ∫ x in (k * a / π)..M, columnHeight a b k x
        = ∫ _x in (k * a / π)..M, (0 : ℝ) :=
      intervalIntegral.integral_congr (fun x hx => by
        rw [Set.uIcc_of_le hM] at hx
        exact columnHeight_eq_zero ha hk hx.1)
    rw [h]
    simp
  -- below cutoff, rescale to the unit quarter disc
  have hpt : ∀ x, columnHeight a b k (k * a / π * x) = b / π * k * √(1 - x ^ 2) := by
    intro x
    have e : π * (k * a / π * x) / a = k * x := by
      have := pi_pos.ne'
      field_simp
    rw [columnHeight, e, show k ^ 2 - (k * x) ^ 2 = k ^ 2 * (1 - x ^ 2) by ring,
      Real.sqrt_mul (sq_nonneg k), Real.sqrt_sq hk, mul_assoc]
  have hs := intervalIntegral.smul_integral_comp_mul_left (a := (0 : ℝ)) (b := 1)
    (columnHeight a b k) (k * a / π)
  simp only [hpt, intervalIntegral.integral_const_mul, smul_eq_mul, mul_zero, mul_one,
    quarter_disc] at hs
  rw [← intervalIntegral.integral_add_adjacent_intervals
    (hc.intervalIntegrable 0 (k * a / π)) (hc.intervalIntegrable (k * a / π) M), hz, ← hs]
  have := pi_pos.ne'
  field_simp
  simp
```

## From pairs to a sum of integer parts

The equivalence between being open and lying under the curve uses $n \ge 1$. For a positive left-hand side, $\pi n/b \le \sqrt{\cdot}$ is the same as the squared inequality, even when the radicand is negative and both statements fail.

```lean
/-- A mode with second index `n ≥ 1` is open exactly when `n` is at most the integer part of
the column height, for `b > 0`. -/
theorem mode_open_iff {a b k : ℝ} (hb : 0 < b) {n : ℕ} (hn : 0 < n) (x : ℝ) :
    (π * x / a) ^ 2 + (π * n / b) ^ 2 ≤ k ^ 2 ↔ n ≤ ⌊columnHeight a b k x⌋₊ := by
  have hn' : (0 : ℝ) < n := by exact_mod_cast hn
  have hpos : 0 < π * n / b := by positivity
  have h1 : (n : ℝ) ≤ columnHeight a b k x ↔ π * n / b ≤ √(k ^ 2 - (π * x / a) ^ 2) := by
    rw [columnHeight, div_mul_eq_mul_div, le_div_iff₀ pi_pos, div_le_iff₀ hb,
      mul_comm (n : ℝ) π, mul_comm b]
  rw [Nat.le_floor_iff' hn.ne', h1, Real.le_sqrt' hpos]
  constructor <;> intro h <;> linarith
```

The set of open modes is now identified with an explicit finite set. Lean's ranges start at zero, so the column index `i` stands for $m = i+1$, and the pair `(i, j)` is sent to `(i + 1, j + 1)`. This map is injective, so the number of modes is the sum of the column lengths. Finiteness comes from the same identification.

```lean
/-- For `a, b > 0` and `k ≥ 0` there are finitely many open modes, and they are counted column
by column up to any integer `M` beyond cutoff. -/
theorem channelCount_eq_sum {a b k : ℝ} (ha : 0 < a) (hb : 0 < b) (hk : 0 ≤ k) {M : ℕ}
    (hM : k * a / π ≤ M) :
    (openModes a b k).Finite ∧ channelCount a b k =
      ∑ i ∈ Finset.range M, ⌊columnHeight a b k ((i + 1 : ℕ) : ℝ)⌋₊ := by
  have hF : openModes a b k = ↑(((Finset.range M).sigma fun i =>
      Finset.range ⌊columnHeight a b k ((i + 1 : ℕ) : ℝ)⌋₊).image
        (fun p : (_ : ℕ) × ℕ => (p.1 + 1, p.2 + 1))) := by
    ext ⟨m, n⟩
    simp only [openModes, Set.mem_ofPred_eq, Finset.coe_image, Set.mem_image, Finset.mem_coe,
      Finset.mem_sigma, Finset.mem_range, Prod.mk.injEq]
    constructor
    · rintro ⟨hm, hn, h⟩
      have hfl := (mode_open_iff hb hn (m : ℝ)).1 h
      obtain ⟨i, rfl⟩ : ∃ i, m = i + 1 := ⟨m - 1, by omega⟩
      obtain ⟨j, rfl⟩ : ∃ j, n = j + 1 := ⟨n - 1, by omega⟩
      have hi : i < M := by
        by_contra hi
        have hx : k * a / π ≤ ((i + 1 : ℕ) : ℝ) := hM.trans (Nat.cast_le.2 (by omega))
        rw [columnHeight_eq_zero ha hk hx, Nat.floor_zero] at hfl
        omega
      exact ⟨⟨i, j⟩, ⟨hi, hfl⟩, rfl, rfl⟩
    · rintro ⟨⟨i, j⟩, ⟨_, hj⟩, rfl, rfl⟩
      exact ⟨by omega, by omega,
        (mode_open_iff hb (by omega : 0 < j + 1) ((i + 1 : ℕ) : ℝ)).2 hj⟩
  have hinj : Function.Injective (fun p : (_ : ℕ) × ℕ => (p.1 + 1, p.2 + 1)) := by
    rintro ⟨i, j⟩ ⟨i', j'⟩ h
    have h1 : i = i' := by simpa using congrArg Prod.fst h
    have h2 : j = j' := by simpa using congrArg Prod.snd h
    rw [h1, h2]
  have hcard (F : Finset (ℕ × ℕ)) : (F : Set (ℕ × ℕ)).ncard = F.card := by simp
  refine ⟨by rw [hF]; exact Finset.finite_toSet _, ?_⟩
  rw [channelCount, hF, hcard, Finset.card_image_of_injective _ hinj, Finset.card_sigma]
  simp only [Finset.card_range]
```

## The two-sided bound

Here `P` is $\lfloor ka/\pi\rfloor$, and the sum runs over the $P+1$ columns used above. The monotonicity of $h$ is `hanti`, from which Mathlib's comparison of sums with integrals yields `hup` and `hlo`. For the lower bound, `Finset.sum_range_succ'` splits off the term $m=0$, whose value is `h0`, and `hfl` records the loss from rounding in the first $P$ columns. The last column contributes a non-negative number and is discarded.

```lean
/-- For sides `a, b > 0` and `k ≥ 0`, the channel number never exceeds `a b k² / (4π)` and
falls short of it by at most `(a + b) k / π`. -/
theorem channelCount_bounds {a b k : ℝ} (ha : 0 < a) (hb : 0 < b) (hk : 0 ≤ k) :
    a * b * k ^ 2 / (4 * π) - (a + b) * k / π ≤ channelCount a b k ∧
      (channelCount a b k : ℝ) ≤ a * b * k ^ 2 / (4 * π) := by
  obtain ⟨P, hP, hM⟩ : ∃ P : ℕ, (P : ℝ) ≤ k * a / π ∧ k * a / π ≤ ((P + 1 : ℕ) : ℝ) :=
    ⟨⌊k * a / π⌋₊, Nat.floor_le (by positivity), by
      push_cast
      exact (Nat.lt_floor_add_one _).le⟩
  have hanti : AntitoneOn (columnHeight a b k) (Set.Icc 0 (0 + ((P + 1 : ℕ) : ℝ))) := by
    intro x hx y _ hxy
    have hx0 : 0 ≤ x := hx.1
    have h1 : (π * x / a) ^ 2 ≤ (π * y / a) ^ 2 := by gcongr
    exact mul_le_mul_of_nonneg_left (Real.sqrt_le_sqrt (by linarith)) (by positivity)
  -- compare the sum over columns with the area
  have hup := hanti.sum_le_integral
  have hlo := hanti.integral_le_sum
  simp only [zero_add] at hup hlo
  rw [integral_columnHeight ha hk hM] at hup hlo
  rw [(channelCount_eq_sum ha hb hk hM).2, Nat.cast_sum]
  constructor
  · have h0 : columnHeight a b k ((0 : ℕ) : ℝ) = b * k / π := by
      rw [columnHeight, show k ^ 2 - (π * ((0 : ℕ) : ℝ) / a) ^ 2 = k ^ 2 by simp,
        Real.sqrt_sq hk]
      ring
    rw [Finset.sum_range_succ', h0] at hlo
    -- rounding down costs at most one channel per column
    have hfl : ∑ i ∈ Finset.range P, (columnHeight a b k ((i + 1 : ℕ) : ℝ) - 1) ≤
        ∑ i ∈ Finset.range P, (⌊columnHeight a b k ((i + 1 : ℕ) : ℝ)⌋₊ : ℝ) :=
      Finset.sum_le_sum fun i _ => by
        linarith [Nat.lt_floor_add_one (columnHeight a b k ((i + 1 : ℕ) : ℝ))]
    simp only [Finset.sum_sub_distrib, Finset.sum_const, Finset.card_range, nsmul_eq_mul,
      mul_one] at hfl
    rw [Finset.sum_range_succ]
    have hlast : (0 : ℝ) ≤ (⌊columnHeight a b k ((P + 1 : ℕ) : ℝ)⌋₊ : ℝ) := Nat.cast_nonneg _
    have e : (a + b) * k / π = k * a / π + b * k / π := by ring
    linarith
  · refine (Finset.sum_le_sum fun i _ => Nat.floor_le ?_).trans hup
    exact mul_nonneg (by positivity) (Real.sqrt_nonneg _)
```

The bound holds for every size, including contacts so small that the lower estimate is negative.

## Large contacts

In the limit theorem, `a` and `b` are the sides of a family of contacts indexed by `i`, and the filter `l` says in which sense the index runs. The hypotheses require only that both sides tend to infinity, with no condition on their ratio. The proof is the squeeze from the derivation, applied where both sides are already positive.

```lean
/-- When both sides of a rectangular contact grow without bound, in whatever proportion, the
number of open channels per area tends to `k² / (4π)`, for `k ≥ 0`. -/
theorem sharvin_rectangle {ι : Type*} {l : Filter ι} {a b : ι → ℝ} {k : ℝ} (hk : 0 ≤ k)
    (ha : Tendsto a l atTop) (hb : Tendsto b l atTop) :
    Tendsto (fun i => (channelCount (a i) (b i) k : ℝ) / (a i * b i)) l
      (𝓝 (k ^ 2 / (4 * π))) := by
  have h1 : Tendsto (fun i => (a i)⁻¹) l (𝓝 0) := tendsto_inv_atTop_zero.comp ha
  have h2 : Tendsto (fun i => (b i)⁻¹) l (𝓝 0) := tendsto_inv_atTop_zero.comp hb
  have hlow : Tendsto (fun i => k ^ 2 / (4 * π) - ((a i)⁻¹ + (b i)⁻¹) * (k / π)) l
      (𝓝 (k ^ 2 / (4 * π))) := by
    have h := ((h1.add h2).mul_const (k / π)).const_sub (k ^ 2 / (4 * π))
    simp only [add_zero, zero_mul, sub_zero] at h
    exact h
  refine tendsto_of_tendsto_of_tendsto_of_le_of_le' hlow tendsto_const_nhds ?_ ?_
  · filter_upwards [ha.eventually_gt_atTop 0, hb.eventually_gt_atTop 0] with i hai hbi
    rw [le_div_iff₀ (mul_pos hai hbi)]
    have e1 := mul_inv_cancel₀ hai.ne'
    have e2 := mul_inv_cancel₀ hbi.ne'
    refine le_of_eq_of_le ?_ (channelCount_bounds hai hbi hk).1
    linear_combination (-(b i) * k / π) * e1 + (-(a i) * k / π) * e2
  · filter_upwards [ha.eventually_gt_atTop 0, hb.eventually_gt_atTop 0] with i hai hbi
    rw [div_le_iff₀ (mul_pos hai hbi)]
    exact (channelCount_bounds hai hbi hk).2.trans_eq (by ring)
```

The square contact is the case in which both sides equal `W`.

```lean
/-- Sharvin channel density: for a square hard-wall contact of side `W` at fixed `k > 0`, the
number of open channels divided by `W²` tends to `k² / (4π)` as `W` grows. -/
theorem sharvin_square {k : ℝ} (hk : 0 < k) :
    Tendsto (fun W : ℝ => (channelCount W W k : ℝ) / W ^ 2) atTop
      (𝓝 (k ^ 2 / (4 * π))) := by
  have h := sharvin_rectangle (a := fun W : ℝ => W) (b := fun W : ℝ => W) hk.le
    tendsto_id tendsto_id
  exact h.congr fun W => by simp only [sq]
```

Growth of the area alone is not enough. If $kb < \pi$, even $n = 1$ has a transverse wavenumber above $k$, and the contact stays closed however long its other side becomes.

```lean
/-- If one side `b > 0` satisfies `k b < π`, with `k ≥ 0`, the contact has no open channel,
whatever the other side `a`. -/
theorem channelCount_eq_zero_of_narrow {a b k : ℝ} (hb : 0 < b) (hk : 0 ≤ k)
    (hkb : k * b < π) : channelCount a b k = 0 := by
  have h : openModes a b k = ∅ := by
    ext ⟨m, n⟩
    simp only [openModes, Set.mem_ofPred_eq, Set.mem_empty_iff_false, iff_false]
    rintro ⟨_, hn, h⟩
    have hn' : (1 : ℝ) ≤ n := by exact_mod_cast hn
    have h1 : k < π * n / b := by
      rw [lt_div_iff₀ hb]
      nlinarith [pi_pos]
    have h2 := pow_lt_pow_left₀ h1 hk two_ne_zero
    linarith [sq_nonneg (π * (m : ℝ) / a)]
  rw [channelCount, h, Set.ncard_empty]

end

end SharvinContact
```

```lean
#print axioms SharvinContact.sharvin_rectangle
-- 'SharvinContact.sharvin_rectangle' depends on axioms: [propext, Classical.choice, Quot.sound]
#print axioms SharvinContact.sharvin_square
-- 'SharvinContact.sharvin_square' depends on axioms: [propext, Classical.choice, Quot.sound]
#print axioms SharvinContact.channelCount_eq_zero_of_narrow
-- 'SharvinContact.channelCount_eq_zero_of_narrow' depends on axioms: [propext, Classical.choice, Quot.sound]
```
